# In a coupled two-configuration problem, noisy CCD amplitudes with zero mean residual give too high an energy

I sample the doubles amplitude of a two-configuration problem stochastically. It keeps fluctuating, but I average until the mean residual is zero. The projected energy is linear in the amplitude, so shouldn't the noise average out? My energy stays above the exact one however long I run.

## The noise enters through the quadratic term

It does not average out. Let K ≠ 0 be the coupling between the reference and the doubly excited configuration, and 2D the excitation energy (D is often written Δ). If the sampled amplitudes have mean m, variance v and zero mean residual, and Km ≤ D, then

Km = D − √(D² + K²(1 − v)).

For v > 0 this lies above the exact correlation energy

E = D − √(D² + K²).

To derive this, measure energies from the reference. The state with coefficients 1 and t has projected energy Kt, and the doubles equation asks that the residual

r(t) = K + 2Dt − Kt²

vanish. Now take samples tᵢ with weights wᵢ that sum to one. Since Σ wᵢtᵢ² = m² + v, the mean residual is

Σ wᵢ r(tᵢ) = K + 2Dm − Km² − Kv = r(m) − Kv.

Set this to zero, multiply by K and complete the square:

K²m² − 2DKm = K²(1 − v)

(D − Km)² = D² + K²(1 − v).

The condition Km ≤ D selects the root connected to the ground state, and the positive square root gives the formula.

For the size of the bias, write S = √(D² + K²) and b = Km − E, so that D − Km = S − b. Then

K²v = S² − (S − b)² = 2Sb − b² ≤ 2Sb.

Hence b ≥ K²v/(2S), which is positive when v > 0. This step does not use the branch condition.

Take K = 4 and D = 3, so S = 5 and E = −2. Two equally weighted samples, t = −1 and t = 1/2, have m = −1/4 and v = 9/16. Their residuals are −6 and +6, which average to zero. The projected energy is Km = −1, and the formula agrees: 3 − √(9 + 7) = −1. The bias is 1, and its lower bound is 0.9.

For a stochastic coupled-cluster run that puts the same sampled amplitude in both factors of t², this one-amplitude model says that, at given K and D, the bias is set by the variance of the instantaneous amplitudes, so longer averaging at the same variance leaves it in place.

## What the theorems say

The samples are indexed by a finite type `ι`, with `w` and `t` real functions on it. `mean`, `variance`, `residual` and `exactEnergy` are the quantities m, v, r and E above, and the projected energy appears as `K * mean w t`.

The main formula is `mean_energy`. Its hypotheses are that the weights sum to one (`hw`), that the mean residual vanishes (`hres`) and that Km ≤ D (`hbranch`). For K > 0 the last reads m ≤ D/K, and for K < 0 it reads m ≥ D/K. The signs of K and D are free, and the weights need not be nonnegative. `exactEnergy_lt` gives the strict upward bias for K ≠ 0 and positive variance, on either branch.

Three theorems add detail for K ≠ 0:

- `energy_exact_iff`: with nonnegative weights and on the lower branch, the energy is exact if and only if every sample of nonzero weight equals the mean.
- `energy_neg_iff`: for D ≥ 0 and on the lower branch, the projected energy is negative exactly when v < 1.
- `twoPoint_witness`: every v ≥ 0 with K²v ≤ D² + K² is realised by two equally weighted samples m ± √v. Here `noisyAmplitude` is their mean m, not a single sample.

`exactEnergy_isLeast` justifies the name of E: for K ≠ 0 it is the least value of

(2Kxy + 2Dy²)/(x² + y²)

over nonzero real coefficients x (reference) and y (double excitation). The code uses unnormalised coefficients and multiplies the denominator out.

The hypothesis `hres` stands for a stationary run, in which the average amplitude update is zero. That a particular algorithm reaches such a state, with the same sample in both factors of t², is assumed. The model has one amplitude and finitely many samples; it contains no sampling dynamics and no coupling between different amplitudes.

In Lean 4 with Mathlib:

```lean
import Mathlib

open Finset

namespace StochasticCCDBias

noncomputable section

variable {ι : Type*} [Fintype ι]

/-- The mean of the sampled amplitudes `t`, for weights `w` that sum to one. -/
def mean (w t : ι → ℝ) : ℝ := ∑ i, w i * t i

/-- The variance of the sampled amplitudes `t`, for weights `w` that sum to one. -/
def variance (w t : ι → ℝ) : ℝ := ∑ i, w i * (t i - mean w t) ^ 2

/-- The doubles residual of the two-configuration problem with coupling `K` and
excitation energy `2D`, at amplitude `t`. -/
def residual (K D t : ℝ) : ℝ := K + 2 * D * t - K * t ^ 2

/-- The exact correlation energy of the two-configuration problem. -/
def exactEnergy (K D : ℝ) : ℝ := D - √(D ^ 2 + K ^ 2)

/-- For nonzero coupling, `exactEnergy` is the least energy expectation value among the
nonzero real states with coefficients `x` (reference) and `y` (double excitation). -/
theorem exactEnergy_isLeast {K : ℝ} (D : ℝ) (hK : K ≠ 0) :
    IsLeast {E : ℝ | ∃ x y : ℝ, 0 < x ^ 2 + y ^ 2 ∧
      E * (x ^ 2 + y ^ 2) = 2 * K * x * y + 2 * D * y ^ 2} (exactEnergy K D) := by
  have hK2 : 0 < K ^ 2 := by positivity
  have hS : √(D ^ 2 + K ^ 2) ^ 2 = D ^ 2 + K ^ 2 := Real.sq_sqrt (by positivity)
  have hlt : -D < √(D ^ 2 + K ^ 2) := Real.lt_sqrt_of_sq_lt (by nlinarith)
  unfold exactEnergy
  set S := √(D ^ 2 + K ^ 2)
  constructor
  · -- the state with coefficients `K` and `D - S` attains the value
    refine ⟨K, D - S, by positivity, ?_⟩
    linear_combination (D - S) * hS
  · rintro E ⟨x, y, hN, hE⟩
    have ha : 0 < S + D := by linarith
    -- the energy above the minimum is a perfect square, up to a positive factor
    have hsq : (S + D) * (E * (x ^ 2 + y ^ 2)) - (S + D) * ((D - S) * (x ^ 2 + y ^ 2))
        = (K * x + (S + D) * y) ^ 2 := by
      linear_combination (S + D) * hE + x ^ 2 * hS
    have hle : (S + D) * ((D - S) * (x ^ 2 + y ^ 2)) ≤ (S + D) * (E * (x ^ 2 + y ^ 2)) := by
      linarith [sq_nonneg (K * x + (S + D) * y)]
    exact le_of_mul_le_mul_right (le_of_mul_le_mul_left hle ha) hN

/-- For weights that sum to one, the mean residual is the residual at the mean amplitude
minus `K` times the variance. -/
theorem mean_residual (K D : ℝ) (w t : ι → ℝ) (hw : ∑ i, w i = 1) :
    ∑ i, w i * residual K D (t i) = residual K D (mean w t) - K * variance w t := by
  have hv (c : ℝ) : ∑ i, w i * (t i - c) ^ 2
      = ∑ i, w i * t i ^ 2 - 2 * c * ∑ i, w i * t i + c ^ 2 * ∑ i, w i := by
    rw [mul_sum, mul_sum, ← sum_sub_distrib, ← sum_add_distrib]
    exact sum_congr rfl fun i _ => by ring
  have hr : ∑ i, w i * residual K D (t i)
      = K * ∑ i, w i + 2 * D * ∑ i, w i * t i - K * ∑ i, w i * t i ^ 2 := by
    rw [mul_sum, mul_sum, mul_sum, ← sum_add_distrib, ← sum_sub_distrib]
    exact sum_congr rfl fun i _ => by unfold residual; ring
  have hm : ∑ i, w i * t i = mean w t := rfl
  have hv' : variance w t = _ := hv (mean w t)
  rw [hr, hv', hw, hm]
  unfold residual
  ring

/-- If the weights sum to one and the mean residual vanishes, the squared distance of the projected
energy from `D` is `D² + K²` minus `K²` times the variance. -/
theorem gap_sq {K D : ℝ} {w t : ι → ℝ} (hw : ∑ i, w i = 1)
    (hres : ∑ i, w i * residual K D (t i) = 0) :
    (D - K * mean w t) ^ 2 = D ^ 2 + K ^ 2 * (1 - variance w t) := by
  rw [mean_residual K D w t hw] at hres
  unfold residual at hres
  linear_combination (-K) * hres

/-- The projected energy of noisy amplitudes with weights that sum to one, zero mean
residual and a mean on the lower branch, `K m ≤ D`. -/
theorem mean_energy {K D : ℝ} {w t : ι → ℝ} (hw : ∑ i, w i = 1)
    (hres : ∑ i, w i * residual K D (t i) = 0) (hbranch : K * mean w t ≤ D) :
    K * mean w t = D - √(D ^ 2 + K ^ 2 * (1 - variance w t)) := by
  rw [← gap_sq hw hres, Real.sqrt_sq (by linarith)]
  ring

/-- For weights that sum to one and zero mean residual, the energy bias times
`2√(D² + K²)` is at least `K²` times the variance. -/
theorem bias_lower_bound {K D : ℝ} {w t : ι → ℝ} (hw : ∑ i, w i = 1)
    (hres : ∑ i, w i * residual K D (t i) = 0) :
    K ^ 2 * variance w t
      ≤ 2 * √(D ^ 2 + K ^ 2) * (K * mean w t - exactEnergy K D) := by
  have hS : √(D ^ 2 + K ^ 2) ^ 2 = D ^ 2 + K ^ 2 := Real.sq_sqrt (by positivity)
  have hg := gap_sq hw hres
  unfold exactEnergy
  nlinarith [sq_nonneg (√(D ^ 2 + K ^ 2) - (D - K * mean w t))]

/-- For nonzero coupling, weights that sum to one and zero mean residual, a positive
variance puts the projected energy strictly above the exact energy. -/
theorem exactEnergy_lt {K D : ℝ} {w t : ι → ℝ} (hK : K ≠ 0) (hw : ∑ i, w i = 1)
    (hres : ∑ i, w i * residual K D (t i) = 0) (hv : 0 < variance w t) :
    exactEnergy K D < K * mean w t := by
  have hb := bias_lower_bound hw hres
  have hpos : 0 < K ^ 2 * variance w t := by positivity
  by_contra h
  nlinarith [mul_nonneg (Real.sqrt_nonneg (D ^ 2 + K ^ 2)) (sub_nonneg.2 (not_lt.1 h))]

/-- For nonzero coupling, probability weights, zero mean residual and a mean on the lower
branch, the projected energy is exact if and only if every sample of nonzero weight equals
the mean. -/
theorem energy_exact_iff {K D : ℝ} {w t : ι → ℝ} (hK : K ≠ 0) (hw0 : ∀ i, 0 ≤ w i)
    (hw : ∑ i, w i = 1) (hres : ∑ i, w i * residual K D (t i) = 0)
    (hbranch : K * mean w t ≤ D) :
    K * mean w t = exactEnergy K D ↔ ∀ i, w i ≠ 0 → t i = mean w t := by
  have hterm : ∀ i ∈ univ, 0 ≤ w i * (t i - mean w t) ^ 2 :=
    fun i _ => mul_nonneg (hw0 i) (sq_nonneg _)
  constructor
  · intro h i hi
    have hv : variance w t = 0 :=
      le_antisymm (not_lt.1 fun hv => (exactEnergy_lt hK hw hres hv).ne' h)
        (sum_nonneg hterm)
    have hz := (sum_eq_zero_iff_of_nonneg hterm).1 hv i (mem_univ i)
    exact sub_eq_zero.1 (pow_eq_zero_iff two_ne_zero |>.1 ((mul_eq_zero.1 hz).resolve_left hi))
  · intro h
    have hv : variance w t = 0 := by
      refine sum_eq_zero fun i _ => ?_
      by_cases hi : w i = 0
      · rw [hi, zero_mul]
      · rw [h i hi, sub_self]
        ring
    rw [mean_energy hw hres hbranch, hv, sub_zero, mul_one, exactEnergy]

/-- For nonzero coupling, `D ≥ 0`, weights that sum to one, zero mean residual and a mean on
the lower branch, the projected energy is negative exactly when the variance is below one. -/
theorem energy_neg_iff {K D : ℝ} {w t : ι → ℝ} (hK : K ≠ 0) (hD : 0 ≤ D)
    (hw : ∑ i, w i = 1) (hres : ∑ i, w i * residual K D (t i) = 0)
    (hbranch : K * mean w t ≤ D) :
    K * mean w t < 0 ↔ variance w t < 1 := by
  have hK2 : 0 < K ^ 2 := by positivity
  rw [mean_energy hw hres hbranch, sub_neg, Real.lt_sqrt hD, lt_add_iff_pos_right,
    mul_pos_iff_of_pos_left hK2, sub_pos]

/-- The lower-branch mean amplitude of samples with variance `v` and zero mean residual, for `K ≠ 0`
and `K² v ≤ D² + K²`. -/
def noisyAmplitude (K D v : ℝ) : ℝ := (D - √(D ^ 2 + K ^ 2 * (1 - v))) / K

/-- Two samples placed symmetrically at distance `√v` from `m`, for `v ≥ 0`. -/
def twoPoint (m v : ℝ) : Fin 2 → ℝ := ![m - √v, m + √v]

/-- Equal weights for two samples. -/
def evenWeights : Fin 2 → ℝ := fun _ => 1 / 2

/-- For `K ≠ 0`, every variance `v ≥ 0` with `K² v ≤ D² + K²` is realised by two equally
weighted samples with zero mean residual and a mean on the lower branch. -/
theorem twoPoint_witness {K D v : ℝ} (hK : K ≠ 0) (hv : 0 ≤ v)
    (hmax : K ^ 2 * v ≤ D ^ 2 + K ^ 2) :
    ∑ i, evenWeights i = 1 ∧
    variance evenWeights (twoPoint (noisyAmplitude K D v) v) = v ∧
    ∑ i, evenWeights i * residual K D (twoPoint (noisyAmplitude K D v) v i) = 0 ∧
    K * mean evenWeights (twoPoint (noisyAmplitude K D v) v) ≤ D := by
  have hR : √(D ^ 2 + K ^ 2 * (1 - v)) ^ 2 = D ^ 2 + K ^ 2 * (1 - v) :=
    Real.sq_sqrt (by linarith)
  have hKm : K * noisyAmplitude K D v = D - √(D ^ 2 + K ^ 2 * (1 - v)) :=
    mul_div_cancel₀ _ hK
  set m := noisyAmplitude K D v
  have hw : ∑ i, evenWeights i = 1 := by
    rw [Fin.sum_univ_two]
    norm_num [evenWeights]
  have hm : mean evenWeights (twoPoint m v) = m := by
    rw [mean, Fin.sum_univ_two]
    change 1 / 2 * (m - √v) + 1 / 2 * (m + √v) = m
    ring
  have hvar : variance evenWeights (twoPoint m v) = v := by
    rw [variance, hm, Fin.sum_univ_two]
    change 1 / 2 * (m - √v - m) ^ 2 + 1 / 2 * (m + √v - m) ^ 2 = v
    linear_combination Real.sq_sqrt hv
  refine ⟨hw, hvar, ?_, ?_⟩
  · rw [mean_residual K D _ _ hw, hm, hvar]
    -- clear the denominator `K` and use the quadratic equation for the mean
    apply mul_left_cancel₀ hK
    unfold residual
    linear_combination (D + √(D ^ 2 + K ^ 2 * (1 - v)) - K * m) * hKm - hR
  · rw [hm, hKm]
    linarith [Real.sqrt_nonneg (D ^ 2 + K ^ 2 * (1 - v))]

end

end StochasticCCDBias
```

```lean
#print axioms StochasticCCDBias.exactEnergy_isLeast
-- 'StochasticCCDBias.exactEnergy_isLeast' depends on axioms: [propext, Classical.choice, Quot.sound]
#print axioms StochasticCCDBias.mean_energy
-- 'StochasticCCDBias.mean_energy' depends on axioms: [propext, Classical.choice, Quot.sound]
#print axioms StochasticCCDBias.energy_exact_iff
-- 'StochasticCCDBias.energy_exact_iff' depends on axioms: [propext, Classical.choice, Quot.sound]
#print axioms StochasticCCDBias.energy_neg_iff
-- 'StochasticCCDBias.energy_neg_iff' depends on axioms: [propext, Classical.choice, Quot.sound]
```

## From the averaged residual to the bias

`mean_residual` expands the variance and the averaged residual into the sums of wᵢ, wᵢtᵢ and wᵢtᵢ², then compares them with `ring`. `gap_sq` completes the square: its `linear_combination (-K) * hres` is the multiplication by K done above. `mean_energy` takes the square root, where `hbranch` supplies D − Km ≥ 0.

In `bias_lower_bound`, `nlinarith` receives the square (S − (D − Km))², which is the b² dropped in the derivation. `exactEnergy_lt` argues by contradiction: a bias of zero or less would make the right side of that bound nonpositive, while K²v is positive.

For `energy_exact_iff`, an exact energy rules out v > 0. Nonnegative weights make v a sum of nonnegative terms, so v = 0 and every term vanishes. Conversely, if all samples of nonzero weight equal the mean, then v = 0 and `mean_energy` reduces to E. `energy_neg_iff` rewrites Km < 0 as D < √(D² + K²(1 − v)) and squares, which is where D ≥ 0 enters.

`exactEnergy_isLeast` rests on the identity

(S + D)[2Kxy + 2Dy² − E(x² + y²)] = (Kx + (S + D)y)².

Since S + D > 0 for K ≠ 0, no expectation value lies below E. The coefficients x = K and y = D − S attain it; divided by √(K² + (D − S)²), they give the normalised ground state.

`twoPoint_witness` computes the mean and variance of the two samples directly. It then obtains the zero mean residual from `mean_residual` and the quadratic equation for m, after cancelling a factor K.
